# Delta over the mean of $V_0^2E''(V_0)$ is unchanged by a common rescaling of energy and volume

Two electronic-structure methods each give a cold energy–volume curve for the same solid. Delta, the root-mean-square gap between the curves over a window of volumes, after alignment at their equilibrium energies, measures their disagreement as an energy. If a second solid has the same pair of curves with every energy ten times larger, its Delta over the same window is ten times larger too, although the relative disagreement is the same. Does dividing by an energy scale taken from the curves remove this effect, also when all volumes, including the ends of the window, are stretched by a common factor?

In Lean 4 with Mathlib:

```lean
import Mathlib

open Set Filter Topology

namespace NormalisedDelta

noncomputable section
```

## Curves, equilibria and Delta

Let $a$ scale energies and $s$ scale volumes. The curve $E$ becomes $E_{a,s}(V)=a\,E(V/s)$.

```lean
/-- The energy-volume curve `a E(V/s)`: energies multiplied by `a`, volumes by `s`.
The domain is `s ≠ 0`. -/
def rescale (a s : ℝ) (E : ℝ → ℝ) : ℝ → ℝ := fun V => a * E (V / s)
```

An equilibrium volume $V_0$ is a local minimum with $E''(V_0)>0$, lying in a window $[p,q]$ with $0<p<q$. The curve must be twice differentiable at every positive volume. `IsEquilibrium` collects these conditions; `deriv (deriv E) V₀` is the actual second derivative, and positive curvature stands for a positive bulk modulus.

```lean
/-- The curve `E` is twice differentiable at positive volumes and has a local minimum of
positive curvature at `V₀`, inside the window `[p, q]` with `0 < p < q`. -/
structure IsEquilibrium (E : ℝ → ℝ) (p q V₀ : ℝ) : Prop where
  window_pos : 0 < p
  window_lt : p < q
  mem : V₀ ∈ Icc p q
  diff : ∀ V, 0 < V → DifferentiableAt ℝ E V
  diff_deriv : ∀ V, 0 < V → DifferentiableAt ℝ (deriv E) V
  isMin : IsLocalMin E V₀
  curvature_pos : 0 < deriv (deriv E) V₀
```

Call the two methods' curves $f$ and $g$, with equilibrium volumes $u$ and $v$. Their aligned difference is
$$m(V)=[f(V)-f(u)]-[g(V)-g(v)].$$

```lean
/-- The energy difference of two curves at volume `V`, each curve being measured from its
energy at its own reference volume, `u` or `v`. -/
def mismatch (f g : ℝ → ℝ) (u v V : ℝ) : ℝ := (f V - f u) - (g V - g v)
```

Delta is its root mean square over the window:
$$\Delta=\sqrt{\frac{1}{q-p}\int_p^q m(V)^2\,dV}.$$

```lean
/-- Delta: the root-mean-square energy difference of the aligned curves over the window
`[p, q]`, for `p < q`. -/
def delta (f g : ℝ → ℝ) (u v p q : ℝ) : ℝ :=
  √((∫ V in p..q, mismatch f g u v V ^ 2) / (q - p))
```

The energy scale of a curve is $V_0^2E''(V_0)$. Since the bulk modulus is $B_0=V_0E''(V_0)$, this equals $B_0V_0$. The code calls it `stiffness`, although it is an energy and not an elastic constant.

```lean
/-- The energy scale `V₀² E''(V₀)` of a curve at the volume `V₀`. -/
def stiffness (E : ℝ → ℝ) (V₀ : ℝ) : ℝ := V₀ ^ 2 * deriv (deriv E) V₀
```

The normalised quantity is Delta over the arithmetic mean of the two scales:
$$\frac{\Delta}{\tfrac12\left[u^2f''(u)+v^2g''(v)\right]}.$$

```lean
/-- Delta divided by the average of the two energy scales `V₀² E''(V₀)`, for `p < q` and a
nonzero average. -/
def normalisedDelta (f g : ℝ → ℝ) (u v p q : ℝ) : ℝ :=
  delta f g u v p q / ((stiffness f u + stiffness g v) / 2)
```

## Derivatives of the rescaled curve

The inner function $V/s$ has slope $1/s$, so the chain rule gives
$$E_{a,s}'(V)=\frac{a}{s}\,E'(V/s).$$

```lean
/-- Chain rule: if `E` is differentiable at `V/s`, the slope of `a E(V/s)` at `V` is
`(a/s) E'(V/s)`. -/
theorem hasDerivAt_rescale (a : ℝ) {s V : ℝ} {E : ℝ → ℝ}
    (h : DifferentiableAt ℝ E (V / s)) :
    HasDerivAt (rescale a s E) (a / s * deriv E (V / s)) V := by
  have h0 : HasDerivAt (fun x : ℝ => x / s) (1 / s) V := (hasDerivAt_id V).div_const s
  have h1 : HasDerivAt (fun x : ℝ => E (x / s)) (deriv E (V / s) * (1 / s)) V :=
    HasDerivAt.comp V h.hasDerivAt h0
  exact (h1.const_mul a).congr_deriv (by ring)
```

This slope is again a rescaled curve, with $E'$ in place of $E$ and $a/s$ in place of $a$. Applying the same rule once more gives
$$E_{a,s}''(V)=\frac{a}{s^2}\,E''(V/s).$$
The formula for the slope is available at positive volumes only, so the proof uses it in a neighbourhood of $V>0$, which is enough for differentiation at $V$.

```lean
/-- For a curve twice differentiable at positive volumes and `s > 0`, the second derivative
of `a E(V/s)` at `V > 0` is `(a/s²) E''(V/s)`. -/
theorem hasDerivAt_deriv_rescale (a : ℝ) {s V : ℝ} {E : ℝ → ℝ} (hs : 0 < s) (hV : 0 < V)
    (h1 : ∀ W, 0 < W → DifferentiableAt ℝ E W)
    (h2 : ∀ W, 0 < W → DifferentiableAt ℝ (deriv E) W) :
    HasDerivAt (deriv (rescale a s E)) (a / s ^ 2 * deriv (deriv E) (V / s)) V := by
  -- near V the slope is itself a rescaled curve
  have ev : deriv (rescale a s E) =ᶠ[𝓝 V] rescale (a / s) s (deriv E) := by
    filter_upwards [Ioi_mem_nhds hV] with W hW
    exact (hasDerivAt_rescale a (h1 _ (div_pos hW hs))).deriv
  have h3 := hasDerivAt_rescale (a / s) (h2 _ (div_pos hV hs))
  exact (h3.congr_of_eventuallyEq ev).congr_deriv (by rw [div_div, ← sq])
```

## The equilibrium moves to $sV_0$

Take $a,s>0$. Multiplying $p\le V_0\le q$ by $s$ puts $sV_0$ in $[sp,sq]$. For $V$ near $sV_0$, the volume $V/s$ is near $V_0$, hence
$$E_{a,s}(V)=aE(V/s)\ge aE(V_0)=E_{a,s}(sV_0).$$
The curvature there is $aE''(V_0)/s^2>0$. The two bullets of the proof check the minimum and the curvature.

```lean
/-- For `a, s > 0`, an equilibrium at `V₀` in `[p, q]` becomes an equilibrium of `a E(V/s)`
at `s V₀` in `[s p, s q]`. -/
theorem IsEquilibrium.rescale {a s p q V₀ : ℝ} {E : ℝ → ℝ} (ha : 0 < a) (hs : 0 < s)
    (hE : IsEquilibrium E p q V₀) :
    IsEquilibrium (rescale a s E) (s * p) (s * q) (s * V₀) := by
  have hV : 0 < V₀ := hE.window_pos.trans_le hE.mem.1
  refine ⟨mul_pos hs hE.window_pos, mul_lt_mul_of_pos_left hE.window_lt hs,
    ⟨mul_le_mul_of_nonneg_left hE.mem.1 hs.le, mul_le_mul_of_nonneg_left hE.mem.2 hs.le⟩,
    fun V h => (hasDerivAt_rescale a (hE.diff _ (div_pos h hs))).differentiableAt,
    fun V h => (hasDerivAt_deriv_rescale a hs h hE.diff hE.diff_deriv).differentiableAt,
    ?_, ?_⟩
  · -- the minimum is carried along by the continuous map V ↦ V / s
    have hc : Tendsto (fun V : ℝ => V / s) (𝓝 (s * V₀)) (𝓝 (s * V₀ / s)) :=
      (continuous_id.div_const s).tendsto _
    rw [mul_div_cancel_left₀ _ hs.ne'] at hc
    have hm : ∀ᶠ V in 𝓝 (s * V₀), E V₀ ≤ E (V / s) := hc.eventually hE.isMin
    show ∀ᶠ V in 𝓝 (s * V₀), a * E (s * V₀ / s) ≤ a * E (V / s)
    rw [mul_div_cancel_left₀ _ hs.ne']
    filter_upwards [hm] with V h
    exact mul_le_mul_of_nonneg_left h ha.le
  · rw [(hasDerivAt_deriv_rescale a hs (mul_pos hs hV) hE.diff hE.diff_deriv).deriv,
      mul_div_cancel_left₀ _ hs.ne']
    exact mul_pos (div_pos ha (pow_pos hs 2)) hE.curvature_pos
```

In the energy scale the powers of $s$ cancel:
$$(sV_0)^2\,\frac{a}{s^2}E''(V_0)=a\,V_0^2E''(V_0).$$

```lean
/-- At an equilibrium, rescaling with `s > 0` multiplies `V₀² E''(V₀)` by `a`. -/
theorem stiffness_rescale (a : ℝ) {s p q V₀ : ℝ} {E : ℝ → ℝ} (hs : 0 < s)
    (hE : IsEquilibrium E p q V₀) :
    stiffness (rescale a s E) (s * V₀) = a * stiffness E V₀ := by
  have hV : 0 < V₀ := hE.window_pos.trans_le hE.mem.1
  unfold stiffness
  rw [(hasDerivAt_deriv_rescale a hs (mul_pos hs hV) hE.diff hE.diff_deriv).deriv,
    mul_div_cancel_left₀ _ hs.ne']
  field_simp
```

## Delta gains the factor $a$

The aligned difference of the rescaled curves is $a\,m(V/s)$. With $V=sW$,
$$\frac{1}{sq-sp}\int_{sp}^{sq}a^2m(V/s)^2\,dV=\frac{a^2 s}{s(q-p)}\int_p^q m(W)^2\,dW.$$
The factor $s$ cancels, and the square root turns $a^2$ into $a$ because $a>0$. In the proof, `hm` is the first statement and `hcv` the substitution.

```lean
/-- Rescaling both curves, their reference volumes and the window, with `a, s > 0`,
multiplies Delta by `a`. -/
theorem delta_rescale {a s : ℝ} (f g : ℝ → ℝ) (u v p q : ℝ) (ha : 0 < a) (hs : 0 < s) :
    delta (rescale a s f) (rescale a s g) (s * u) (s * v) (s * p) (s * q)
      = a * delta f g u v p q := by
  have hm : ∀ V, mismatch (rescale a s f) (rescale a s g) (s * u) (s * v) V
      = a * mismatch f g u v (V / s) := by
    intro V
    simp only [mismatch, rescale, mul_div_cancel_left₀ _ hs.ne']
    ring
  -- substitution V = s W in the integral
  have hcv : ∀ F : ℝ → ℝ, ∫ V in (s * p)..(s * q), F (V / s) = s * ∫ V in p..q, F V := by
    intro F
    rw [intervalIntegral.integral_comp_div F hs.ne', mul_div_cancel_left₀ p hs.ne',
      mul_div_cancel_left₀ q hs.ne', smul_eq_mul]
  unfold delta
  simp only [hm, mul_pow]
  rw [intervalIntegral.integral_const_mul, hcv (fun V => mismatch f g u v V ^ 2),
    ← mul_sub, mul_div_assoc, mul_div_mul_left _ _ hs.ne',
    Real.sqrt_mul (sq_nonneg a), Real.sqrt_sq ha.le]
```

## When Delta is zero

If the aligned curves coincide on the window, then $m=0$ there and $\Delta=0$. Conversely, suppose $m(V)\ne0$ at some $V$ in $[p,q]$. Since $m$ is continuous, $m^2$ is positive on a part of the window of nonzero length, so the integral and $\Delta$ are positive. Adding a constant energy to either curve leaves $m$, and so Delta, unchanged. If the two curves differ by more than a constant on the window, Delta is positive.

```lean
/-- For two curves with equilibria in the window, Delta vanishes exactly when the curves,
measured from their equilibrium energies, coincide on the whole window. -/
theorem delta_eq_zero_iff {f g : ℝ → ℝ} {u v p q : ℝ}
    (hf : IsEquilibrium f p q u) (hg : IsEquilibrium g p q v) :
    delta f g u v p q = 0 ↔ ∀ V ∈ Icc p q, f V - f u = g V - g v := by
  constructor
  · intro h V hV
    by_contra hne
    have hc : ContinuousOn (fun W => mismatch f g u v W ^ 2) (Icc p q) := by
      intro W hW
      have hW0 : 0 < W := hf.window_pos.trans_le hW.1
      exact ((((hf.diff W hW0).continuousAt.sub continuousAt_const).sub
        ((hg.diff W hW0).continuousAt.sub continuousAt_const)).pow 2).continuousWithinAt
    -- a mismatch at one volume makes the integral positive
    have hI : 0 < ∫ W in p..q, mismatch f g u v W ^ 2 :=
      intervalIntegral.integral_pos hf.window_lt hc (fun W _ => sq_nonneg _)
        ⟨V, hV, sq_pos_of_ne_zero (sub_ne_zero.mpr hne)⟩
    exact (Real.sqrt_pos.mpr (div_pos hI (sub_pos.mpr hf.window_lt))).ne' h
  · intro h
    have hI : ∫ V in p..q, mismatch f g u v V ^ 2 = ∫ _V in p..q, (0 : ℝ) := by
      apply intervalIntegral.integral_congr
      intro V hV
      rw [uIcc_of_le hf.window_lt.le] at hV
      simp [mismatch, h V hV]
    unfold delta
    rw [hI]
    simp
```

## The quotient is unchanged

Both energy scales are positive, so their mean is a legitimate divisor. Writing $x=u^2f''(u)$ and $y=v^2g''(v)$,
$$\frac{a\Delta}{(ax+ay)/2}=\frac{\Delta}{(x+y)/2}.$$
The theorem states this equality together with the positivity of the mean and the two rescaled equilibria; `key` is the cancellation.

```lean
/-- For two curves with equilibria in the window and `a, s > 0`, the rescaled curves have
equilibria at the rescaled volumes, the average of `V₀² E''(V₀)` is positive, and Delta
divided by this average is unchanged by the rescaling. -/
theorem normalisedDelta_rescale {f g : ℝ → ℝ} {a s u v p q : ℝ} (ha : 0 < a) (hs : 0 < s)
    (hf : IsEquilibrium f p q u) (hg : IsEquilibrium g p q v) :
    IsEquilibrium (rescale a s f) (s * p) (s * q) (s * u) ∧
    IsEquilibrium (rescale a s g) (s * p) (s * q) (s * v) ∧
    0 < (stiffness f u + stiffness g v) / 2 ∧
    normalisedDelta (rescale a s f) (rescale a s g) (s * u) (s * v) (s * p) (s * q)
      = normalisedDelta f g u v p q := by
  have hu : 0 < stiffness f u :=
    mul_pos (pow_pos (hf.window_pos.trans_le hf.mem.1) 2) hf.curvature_pos
  have hv : 0 < stiffness g v :=
    mul_pos (pow_pos (hg.window_pos.trans_le hg.mem.1) 2) hg.curvature_pos
  -- the common factor a cancels
  have key : ∀ D x y : ℝ, a * D / ((a * x + a * y) / 2) = D / ((x + y) / 2) := by
    intro D x y
    rw [← mul_add, mul_div_assoc a (x + y) 2, mul_div_mul_left _ _ ha.ne']
  refine ⟨hf.rescale ha hs, hg.rescale ha hs, half_pos (add_pos hu hv), ?_⟩
  unfold normalisedDelta
  rw [delta_rescale f g u v p q ha hs, stiffness_rescale a hs hf, stiffness_rescale a hs hg]
  exact key _ _ _
```

For comparisons of electronic-structure methods, this means that two solids get the same normalised Delta if their static curves, as functions of volume alone, are related by one pair $(a,s)$ shared by both methods and the window is stretched by $s$. That real solids are related in this way is an assumption to be checked on their data.

## Harmonic curves qualify

For $E(V)=c+\tfrac12k(V-V_0)^2$ with $k>0$, we have $E'(V)=k(V-V_0)$ and $E''(V)=k$. Also $E(V)\ge c=E(V_0)$, so $V_0$ is an equilibrium in every admissible window that contains it. Its energy scale is $kV_0^2$.

```lean
/-- The harmonic curve `c + k (V - V₀)²/2` with `k > 0` has an equilibrium at `V₀` in every
window `[p, q]` with `0 < p < q` that contains `V₀`. -/
theorem harmonic_witness {c k p q V₀ : ℝ} (hk : 0 < k) (hp : 0 < p) (hpq : p < q)
    (hV : V₀ ∈ Icc p q) :
    IsEquilibrium (fun V => c + k * (V - V₀) ^ 2 / 2) p q V₀ := by
  have h1 : ∀ V, HasDerivAt (fun V => c + k * (V - V₀) ^ 2 / 2) (k * (V - V₀)) V := by
    intro V
    have h := (((((hasDerivAt_id' V).sub_const V₀).fun_pow 2).const_mul k).div_const 2).const_add c
    exact h.congr_deriv (by norm_num; ring)
  have hd : deriv (fun V => c + k * (V - V₀) ^ 2 / 2) = fun V => k * (V - V₀) :=
    funext fun V => (h1 V).deriv
  have h2 : ∀ V, HasDerivAt (fun V => k * (V - V₀)) k V := fun V =>
    (((hasDerivAt_id' V).sub_const V₀).const_mul k).congr_deriv (mul_one k)
  refine ⟨hp, hpq, hV, fun V _ => (h1 V).differentiableAt, fun V _ => ?_, ?_, ?_⟩
  · rw [hd]
    exact (h2 V).differentiableAt
  · refine Filter.Eventually.of_forall fun V => ?_
    have h : 0 ≤ k * (V - V₀) ^ 2 := mul_nonneg hk.le (sq_nonneg _)
    show c + k * (V₀ - V₀) ^ 2 / 2 ≤ c + k * (V - V₀) ^ 2 / 2
    rw [sub_self]
    linarith
  · rw [hd, (h2 V₀).deriv]
    exact hk

end

end NormalisedDelta
```

```lean
#print axioms NormalisedDelta.delta_eq_zero_iff
#print axioms NormalisedDelta.normalisedDelta_rescale
```

```
'NormalisedDelta.delta_eq_zero_iff' depends on axioms: [propext, Classical.choice, Quot.sound]
'NormalisedDelta.normalisedDelta_rescale' depends on axioms: [propext, Classical.choice, Quot.sound]
```
